# TPSS exchange recovers the gradient terms (146/2025)q² − (73/405)pq in the slowly varying limit

Let $p=ta$ and $q=tb$ be the squared reduced gradient and the reduced Laplacian, with $a\ge 0$. If the kinetic energy density $\tau$ follows its second-order gradient expansion, the TPSS exchange enhancement factor $F$ satisfies

$$\frac{F-1-\frac{10}{81}p}{t^2}\;\longrightarrow\;\frac{146}{2025}b^2-\frac{73}{405}ab\qquad(t\to0^+).$$

For a density $n$, $p=|\nabla n|^2/[4(3\pi^2)^{2/3}n^{8/3}]$ and $q=\nabla^2n/[4(3\pi^2)^{2/3}n^{5/3}]$. Both are of second order in gradients, so $t^2$ marks the fourth order. The three coefficients are those of the exchange gradient expansion for a nearly uniform electron gas, entered here as data, with the coefficient of $p^2$ taken as zero.

## Using the limit to test a TPSS code

TPSS exchange is computed from the density, its gradient and $\tau$, without the Laplacian. Its constants are $\kappa$, $c$, $e$, $\mu$ and $\beta$. In place of $q$ it uses a substitute $\tilde q$ built from $p$ and $\alpha=(\tau-\tau_W)/\tau_{\rm unif}$, where $\tau_W$ and $\tau_{\rm unif}$ are the von Weizsäcker and uniform-gas values. For slowly varying densities, with $\tau$ as above, $\tilde q$ agrees with $q$ to leading order, and the limit shows that $F$ then has the stated fourth-order terms in the true $q$.

Evaluating the quotient at small $t$ for several pairs $(a,b)$ tests the coefficients 146/2025 and 73/405, and the cancellation of the $a^2$ terms containing $\kappa$ and $e$. This cancellation holds for every $\kappa\neq0$ and every $e\ge0$, so a wrong value of either constant used throughout the code goes unseen. Only a mismatch between the places where a constant appears can show up, and even then errors may offset each other in the sum. The limit is blind to $c$, $\mu$ and $\beta$, which enter at higher order, and so also to the factor $e$ in the term $e\mu p^3$. Rounding error grows like $1/t^2$, so $t$ should not be too small.

## Cancellation of the extra p² terms

Write $r=\sqrt e$, $p=tP$, $z=\tau_W/\tau=tZ$, and $tQ$ for the Laplacian variable. The factor $F$ depends on a variable $x$, which is a numerator divided by $(1+rp)^2$. The numerator is $tM$, with $M=\frac{10}{81}P+tR$ and

$$R=\frac{c\,tPZ^2}{(1+t^2Z^2)^2}+\frac{146}{2025}Q^2-\frac{73}{405}Q\sqrt{\frac{(3Z/5)^2+P^2}{2}}+\Big(\frac{10}{81}\Big)^2\frac{P^2}{\kappa}+\frac{20r}{81}\Big(\frac{3Z}{5}\Big)^2+r^2\mu tP^3 .$$

With $D=1+rtP$ we have $x=tM/D^2$, and $F=1+\kappa-\kappa/(1+x/\kappa)$ gives $F-1=\kappa tM/(\kappa D^2+tM)$. Subtracting $\frac{10}{81}tP$ and using $1-D^2=-rtP(1+D)$,

$$\frac{F-1-\frac{10}{81}tP}{t^2}=\frac{\kappa R-\frac{10}{81}\kappa rP^2(1+D)-\frac{10}{81}PM}{\kappa D^2+tM}.$$

Let $P\to a$, $Z\to\zeta$, $Q\to b$. Then $D\to1$, $M\to\frac{10}{81}a$, and the $1/\kappa$ terms cancel, leaving

$$\frac{146}{2025}b^2-\frac{73}{405}b\sqrt{\frac{(3\zeta/5)^2+a^2}{2}}+\frac{20r}{81}\Big[\Big(\frac{3\zeta}{5}\Big)^2-a^2\Big].$$

For $\zeta=5a/3$ the bracket vanishes and the root is $a$.

The TPSS ingredients meet these conditions. They are
$$z=\frac{5p/3}{\alpha+5p/3},\qquad \tilde q=\frac{9}{20}\,\frac{\alpha-1}{\sqrt{1+\beta\alpha(\alpha-1)}}+\frac{2p}{3}.$$
Since $\tau_W/\tau_{\rm unif}=5p/3$, the expansion $\tau/\tau_{\rm unif}=1+\frac{5}{27}p+\frac{20}{9}q$ gives $\alpha=1+tw$ with $w=\frac{20}{9}b-\frac{40}{27}a$. Hence $z/t\to5a/3$ and $\tilde q/t\to\frac{9}{20}w+\frac23a=b$.

**A numerical instance.** For easy arithmetic, take $c=r=0$ and $\kappa=1$, which are not the TPSS values, with $a=8.1$, $b=4.5$, $z=5p/3$ and Laplacian variable $tb$. The limit is $1.46-6.57=-5.11$. Here $x=t-4.11t^2$ and $F-1=x/(1+x)$. At $t=0.01$, $x=0.009589$ and the quotient is about $-5.021$; at $t=0.001$ it is about $-5.101$.

## The Lean file

```lean
import Mathlib

open Filter Topology

namespace TPSSGradientExpansion

noncomputable section

/-- Numerator of the TPSS variable `x`, with `r` the square root of the TPSS parameter `e`,
`p` the squared reduced gradient, `z` the ratio `τ_W/τ` and `q` the Laplacian-like variable;
the domain is `κ ≠ 0`. -/
def tpssNum (c r κ μ p z q : ℝ) : ℝ :=
  (10/81 + c * z^2 / (1 + z^2)^2) * p + 146/2025 * q^2
    - 73/405 * q * √(((3*z/5)^2 + p^2) / 2) + (10/81)^2 * p^2 / κ
    + 2 * r * (10/81) * (3*z/5)^2 + r^2 * μ * p^3

/-- The TPSS exchange enhancement factor `F = 1 + κ - κ/(1 + x/κ)`, on the domain
`κ ≠ 0`, `1 + r p ≠ 0`, `1 + x/κ ≠ 0`. -/
def tpssF (c r κ μ p z q : ℝ) : ℝ :=
  1 + κ - κ / (1 + tpssNum c r κ μ p z q / (1 + r * p)^2 / κ)

/-- The fourth-order gradient expansion terms of exchange, with the coefficient of `p²` taken as
zero, in the squared reduced gradient `p` and the reduced Laplacian `q`. -/
def ge4 (p q : ℝ) : ℝ := 146/2025 * q^2 - 73/405 * p * q

/-- For `t > 0`, what remains of the TPSS numerator at `p = tP`, `z = tZ`, `q = tQ` after the term
`(10/81) p` is removed and `t²` is divided out; the domain is `κ ≠ 0`. -/
def tpssRest (c r κ μ t P Z Q : ℝ) : ℝ :=
  c * (t * P) * Z^2 / (1 + (t * Z)^2)^2 + 146/2025 * Q^2
    - 73/405 * Q * √(((3*Z/5)^2 + P^2) / 2) + (10/81)^2 * P^2 / κ
    + 2 * r * (10/81) * (3*Z/5)^2 + r^2 * μ * t * P^3

/-- For `t ≥ 0` the TPSS numerator splits exactly into its second-order gradient term and
`t²` times the rest. -/
theorem tpssNum_scaling (c r κ μ P Z Q : ℝ) {t : ℝ} (ht : 0 ≤ t) :
    tpssNum c r κ μ (t * P) (t * Z) (t * Q)
      = t * (10/81 * P) + t^2 * tpssRest c r κ μ t P Z Q := by
  have hs : √(((3*(t*Z)/5)^2 + (t*P)^2) / 2) = t * √(((3*Z/5)^2 + P^2) / 2) := by
    rw [show ((3*(t*Z)/5)^2 + (t*P)^2) / 2 = t^2 * (((3*Z/5)^2 + P^2) / 2) by ring,
      Real.sqrt_mul (sq_nonneg t), Real.sqrt_sq ht]
  unfold tpssNum tpssRest
  rw [hs]
  ring

/-- Exact form of the deviation of TPSS from the second-order gradient expansion, divided by
`t²`, for `t > 0`, `κ ≠ 0` and nonvanishing denominators. -/
theorem tpss_remainder {c r κ μ t P Z Q D M : ℝ} (hκ : κ ≠ 0) (ht : 0 < t)
    (hD : D = 1 + r * (t * P)) (hM : M = 10/81 * P + t * tpssRest c r κ μ t P Z Q)
    (hD0 : D ≠ 0) (hS : κ * D^2 + t * M ≠ 0) :
    (tpssF c r κ μ (t * P) (t * Z) (t * Q) - 1 - 10/81 * (t * P)) / t^2
      = (κ * tpssRest c r κ μ t P Z Q - κ * (10/81) * r * P^2 * (1 + D) - 10/81 * P * M)
        / (κ * D^2 + t * M) := by
  have hN : t * (10/81 * P) + t^2 * tpssRest c r κ μ t P Z Q = t * M := by
    rw [hM]
    ring
  have h1 : 1 + t * M / D^2 / κ = (κ * D^2 + t * M) / (κ * D^2) := by field_simp
  unfold tpssF
  rw [tpssNum_scaling c r κ μ P Z Q ht.le, hN, ← hD, h1, div_div_eq_mul_div,
    div_eq_iff (pow_ne_zero 2 ht.ne')]
  -- treat the inverse of the common denominator as an unknown `u`
  have hu := mul_inv_cancel₀ hS
  simp only [div_eq_mul_inv]
  generalize (κ * D^2 + t * M)⁻¹ = u at hu ⊢
  subst hD hM
  linear_combination (-(κ - 10/81 * (t * P))) * hu

/-- The rest of the TPSS numerator is continuous in the scale and the scaled variables. -/
theorem tpssRest_continuous (c r κ μ : ℝ) : Continuous (fun v : ℝ × ℝ × ℝ × ℝ =>
    tpssRest c r κ μ v.1 v.2.1 v.2.2.1 v.2.2.2) := by
  unfold tpssRest
  fun_prop (disch := (intros; positivity))

/-- If `p/t → a`, `z/t → ζ` and `q/t → b` as `t → 0+`, and `κ ≠ 0`, the deviation of TPSS from
the second-order gradient expansion, divided by `t²`, has a limit in which `r` multiplies
the difference of `(3ζ/5)²` and `a²`. -/
theorem tpss_limit {κ a ζ b : ℝ} (c r μ : ℝ) (hκ : κ ≠ 0) {P Z Q : ℝ → ℝ}
    (hP : Tendsto P (𝓝[>] 0) (𝓝 a)) (hZ : Tendsto Z (𝓝[>] 0) (𝓝 ζ))
    (hQ : Tendsto Q (𝓝[>] 0) (𝓝 b)) :
    Tendsto (fun t => (tpssF c r κ μ (t * P t) (t * Z t) (t * Q t) - 1
        - 10/81 * (t * P t)) / t^2) (𝓝[>] 0)
      (𝓝 (146/2025 * b^2 - 73/405 * b * √(((3*ζ/5)^2 + a^2) / 2)
        + 2 * r * (10/81) * ((3*ζ/5)^2 - a^2))) := by
  have ht : Tendsto (fun t : ℝ => t) (𝓝[>] 0) (𝓝 0) :=
    tendsto_id.mono_left nhdsWithin_le_nhds
  have hR : Tendsto (fun t => tpssRest c r κ μ t (P t) (Z t) (Q t)) (𝓝[>] 0)
      (𝓝 (tpssRest c r κ μ 0 a ζ b)) := by
    have h := ((tpssRest_continuous c r κ μ).tendsto (0, a, ζ, b)).comp
      (ht.prodMk_nhds (hP.prodMk_nhds (hZ.prodMk_nhds hQ)))
    exact h
  have hD := ((ht.mul hP).const_mul r).const_add 1
  rw [show 1 + r * (0 * a) = 1 by ring] at hD
  have hM := (hP.const_mul (10/81)).add (ht.mul hR)
  have hS := ((hD.pow 2).const_mul κ).add (ht.mul hM)
  rw [show κ * 1^2 + 0 * (10/81 * a + 0 * tpssRest c r κ μ 0 a ζ b) = κ by ring] at hS
  have hG := ((hR.const_mul κ).sub (((hP.pow 2).const_mul (κ * (10/81) * r)).mul
    (hD.const_add 1))).sub ((hP.const_mul (10/81)).mul hM)
  -- the `κ` term and the denominator of `x` cancel the spurious squares of `p`
  have hval : 146/2025 * b^2 - 73/405 * b * √(((3*ζ/5)^2 + a^2) / 2)
        + 2 * r * (10/81) * ((3*ζ/5)^2 - a^2)
      = (κ * tpssRest c r κ μ 0 a ζ b - κ * (10/81) * r * a^2 * (1 + 1)
        - 10/81 * a * (10/81 * a + 0 * tpssRest c r κ μ 0 a ζ b)) * κ⁻¹ := by
    unfold tpssRest
    generalize √(((3*ζ/5)^2 + a^2) / 2) = w
    simp only [zero_mul, mul_zero, zero_div, zero_add]
    field_simp
    ring
  rw [hval]
  refine (hG.mul (hS.inv₀ hκ)).congr' ?_
  filter_upwards [self_mem_nhdsWithin, hS.eventually_ne hκ, hD.eventually_ne one_ne_zero]
    with t ht0 hS0 hD0
  have h := tpss_remainder (c := c) (r := r) (μ := μ) (P := P t) (Z := Z t) (Q := Q t)
    hκ ht0 rfl rfl hD0 hS0
  exact (h.trans (div_eq_mul_inv _ _)).symm

/-- TPSS recovers the fourth-order gradient expansion whenever `p/t → a ≥ 0`, `z/t → 5a/3` and
`q/t → b` as `t → 0+`, with `κ ≠ 0`. -/
theorem tpss_fourth_order {κ a b : ℝ} (c r μ : ℝ) (hκ : κ ≠ 0) (ha : 0 ≤ a) {P Z Q : ℝ → ℝ}
    (hP : Tendsto P (𝓝[>] 0) (𝓝 a)) (hZ : Tendsto Z (𝓝[>] 0) (𝓝 (5*a/3)))
    (hQ : Tendsto Q (𝓝[>] 0) (𝓝 b)) :
    Tendsto (fun t => (tpssF c r κ μ (t * P t) (t * Z t) (t * Q t) - 1
        - 10/81 * (t * P t)) / t^2) (𝓝[>] 0) (𝓝 (ge4 a b)) := by
  have h := tpss_limit c r μ hκ hP hZ hQ
  rw [show ((3*(5*a/3)/5)^2 + a^2) / 2 = a^2 by ring, Real.sqrt_sq ha] at h
  have hv : ge4 a b = 146/2025 * b^2 - 73/405 * b * a
      + 2 * r * (10/81) * ((3*(5*a/3)/5)^2 - a^2) := by
    unfold ge4
    ring
  rw [hv]
  exact h

/-- The ratio `z = τ_W/τ` in terms of `p` and the iso-orbital indicator `α`, on the domain
`α + 5p/3 ≠ 0`. -/
def zRatio (p α : ℝ) : ℝ := (5*p/3) / (α + 5*p/3)

/-- The TPSS substitute for the reduced Laplacian, with parameter `β`, on the domain
`1 + β α (α - 1) > 0`. -/
def qTilde (β p α : ℝ) : ℝ := 9/20 * (α - 1) / √(1 + β * α * (α - 1)) + 2*p/3

/-- The indicator `α = (τ - τ_W)/τ_unif` with `τ` from its second-order gradient expansion, for
squared reduced gradient `p` and reduced Laplacian `q`. -/
def alphaGE2 (p q : ℝ) : ℝ := (1 + 5*p/27 + 20*q/9) - 5*p/3

/-- With its own ingredients `z` and `qTilde`, and `τ` from the second-order gradient expansion,
TPSS recovers the fourth-order gradient expansion in the true reduced gradient and Laplacian
`p = ta`, `q = tb` as `t → 0+`, for `a ≥ 0` and `κ ≠ 0`. -/
theorem tpss_slowly_varying {κ a : ℝ} (b c r μ β : ℝ) (hκ : κ ≠ 0) (ha : 0 ≤ a) :
    Tendsto (fun t => (tpssF c r κ μ (t * a) (zRatio (t * a) (alphaGE2 (t * a) (t * b)))
        (qTilde β (t * a) (alphaGE2 (t * a) (t * b))) - 1 - 10/81 * (t * a)) / t^2)
      (𝓝[>] 0) (𝓝 (ge4 a b)) := by
  obtain ⟨w, hw⟩ : ∃ w : ℝ, w = 20*b/9 - 40*a/27 := ⟨_, rfl⟩
  have hα : ∀ t : ℝ, alphaGE2 (t * a) (t * b) = 1 + t * w := by
    intro t
    rw [hw]
    unfold alphaGE2
    ring
  simp only [hα]
  have cd : Continuous (fun t : ℝ => 1 + t * w + 5*(t * a)/3) := by fun_prop
  have hd := (cd.tendsto' 0 1 (by simp)).mono_left (nhdsWithin_le_nhds (s := Set.Ioi 0))
  have cs : Continuous (fun t : ℝ => √(1 + β * (1 + t * w) * (1 + t * w - 1))) := by fun_prop
  have hs := (cs.tendsto' 0 1 (by simp)).mono_left (nhdsWithin_le_nhds (s := Set.Ioi 0))
  have hc : ∀ y : ℝ, Tendsto (fun _ : ℝ => y) (𝓝[>] 0) (𝓝 y) := fun y => tendsto_const_nhds
  have hZ : Tendsto (fun t : ℝ => (5*a/3) / (1 + t * w + 5*(t * a)/3))
      (𝓝[>] 0) (𝓝 (5*a/3)) := by
    have h := (hc (5*a/3)).div hd one_ne_zero
    rw [div_one] at h
    exact h
  -- the gradient part of `α` cancels the term `2p/3`
  have hQ : Tendsto (fun t : ℝ => 9/20 * w / √(1 + β * (1 + t * w) * (1 + t * w - 1)) + 2*a/3)
      (𝓝[>] 0) (𝓝 b) := by
    have h := ((hc (9/20 * w)).div hs one_ne_zero).add (hc (2*a/3))
    rw [show 9/20 * w / 1 + 2*a/3 = b by rw [hw]; ring] at h
    exact h
  refine (tpss_fourth_order c r μ hκ ha (hc a) hZ hQ).congr fun t => ?_
  have hz : t * ((5*a/3) / (1 + t * w + 5*(t * a)/3)) = zRatio (t * a) (1 + t * w) := by
    unfold zRatio
    ring
  have hq : t * (9/20 * w / √(1 + β * (1 + t * w) * (1 + t * w - 1)) + 2*a/3)
      = qTilde β (t * a) (1 + t * w) := by
    unfold qTilde
    generalize √(1 + β * (1 + t * w) * (1 + t * w - 1)) = y
    ring
  simp only [hz, hq]

end

end TPSSGradientExpansion
```

```lean
#print axioms TPSSGradientExpansion.tpss_slowly_varying
```

```
'TPSSGradientExpansion.tpss_slowly_varying' depends on axioms: [propext, Classical.choice, Quot.sound]
```

## Hypotheses, reach and the steps in Lean

`tpss_slowly_varying` is the opening statement: `zRatio`, `qTilde` and `alphaGE2` are $z$, $\tilde q$ and the expanded $\alpha$, `𝓝[>] 0` means $t\to0^+$, and `ge4 a b` is the limit. It needs only `κ ≠ 0` and `0 ≤ a`; the other parameters are arbitrary reals, and `r` stands for $\sqrt e$. `tpss_fourth_order` takes any paths with the stated ratio limits, including the ray $p=at$, $z=5p/3$, $q=bt$.

`tpssNum_scaling` extracts the powers of $t$, using $t\ge0$ at the square root. `tpss_remainder` is the exact quotient; it names the inverse denominator `u` and closes with `linear_combination`. `tpss_limit` combines it with `tpssRest_continuous`, since the denominators are nonzero for small $t$. The last two theorems insert $\zeta=5a/3$ and then the TPSS ingredients.

The result is a pointwise limit for the spin-unpolarised factor, with no error bound at finite $t$. The expansion of $\tau$ is assumed, not derived from orbitals.

A different model would start from a density $n(\mathbf r/L)$ with $L\to\infty$. Then $t=1/L^2$, and $a$, $b$ become local values computed from $n$. This would tie the variables to an actual density and require $n$ to be positive and smooth, but the expansion of $\tau$ would remain an assumption.
